# For positive, unequal permittivities, the N-phase comparison family rises strictly from the harmonic to the arithmetic mean

Take two phases with permittivities $e_1, e_2 > 0$ and volume fractions $f_1, f_2 > 0$, where $f_1 + f_2 = 1$. Add a shift $y \ge 0$ to both permittivities, take the harmonic mean, and subtract the shift again:

$$F(y) = \frac{1}{\dfrac{f_1}{e_1+y} + \dfrac{f_2}{e_2+y}} - y .$$

Putting everything over a common denominator gives

$$F(y) = f_1 e_1 + f_2 e_2 - \frac{f_1 f_2 (e_1 - e_2)^2}{f_2 e_1 + f_1 e_2 + y} .$$

The value lies below the arithmetic mean by a multiple of the squared contrast, and this deficit shrinks as $y$ grows. If the phases are equal, it is zero for every $y$.

For $f_1 = f_2 = \tfrac12$, $e_1 = 1$ and $e_2 = 3$ the formula becomes $F(y) = 2 - 1/(2+y)$. Hence $F(0) = \tfrac32$, the harmonic mean, followed by $F(1) = \tfrac53$ and $F(2) = \tfrac74$, and the limit is the arithmetic mean $2$.

With $N$ phases the closed form is less simple, but the squared contrasts survive as a sum over pairs of phases.

## Phases, fractions and the shift

The phases are labelled by a finite type `ι`. The functions `f` and `e` from `ι` to the real numbers give the volume fraction $f_i$ and the permittivity $e_i$ of phase $i$. Permittivities are therefore real scalars: the phases are isotropic and lossless. The shift $y$ has the same unit as $e_i$.

In Lean 4 with Mathlib:

```lean
import Mathlib

open Filter Topology Set

namespace EffectiveMediumComparison

noncomputable section

variable {ι : Type*} [Fintype ι]
```

The volume average of the shifted inverse permittivities is

$$S(y) = \sum_i \frac{f_i}{e_i + y} .$$

```lean
/-- The average of `1 / (e i + y)` over the phases, with volume fractions `f i`. -/
def shiftedSum (f e : ι → ℝ) (y : ℝ) : ℝ := ∑ i, f i / (e i + y)
```

The comparison family is $F(y) = 1/S(y) - y$.

```lean
/-- The comparison family: shift all permittivities by `y`, take the harmonic mean,
and remove the shift again. -/
def comparison (f e : ι → ℝ) (y : ℝ) : ℝ := 1 / shiftedSum f e y - y
```

If one of the phases, of permittivity $e_0$, serves as the host and the other phases are spherical inclusions in it, $F(2e_0)$ is the Maxwell Garnett estimate. For positive permittivities the monotonicity below therefore orders the estimates obtained from different choices of the host phase. The theorems concern the function $F$ alone; whether one of its values bounds the response of a given microstructure is a separate question.

Two hypotheses recur. `hf` says that every listed phase is present, $f_i > 0$, and `hsum` says that the phases fill the volume, $\sum_i f_i = 1$. The second also rules out an empty list of phases. If all $e_i + y$ are positive, $S(y)$ is then a nonempty sum of positive terms, so $S(y) > 0$.

```lean
/-- The shifted average is positive when all shifted permittivities are positive. -/
theorem shiftedSum_pos {f e : ι → ℝ} (hf : ∀ i, 0 < f i) (hsum : ∑ i, f i = 1)
    {y : ℝ} (hy : ∀ i, 0 < e i + y) : 0 < shiftedSum f e y := by
  have h : ∑ i, f i ≠ 0 := by rw [hsum]; exact one_ne_zero
  exact Finset.sum_pos (fun i _ => div_pos (hf i) (hy i)) (Finset.nonempty_of_sum_ne_zero h)
```

## Covariance as a sum over pairs

Let $a_i$ and $b_i$ be two properties of the phases. Expanding the product gives

$$\sum_{i,j} f_i f_j (a_i - a_j)(b_i - b_j) = \sum_{i,j} f_i f_j \left(a_i b_i + a_j b_j - a_i b_j - a_j b_i\right).$$

Since the fractions sum to one, the first two terms each give $\sum_i f_i a_i b_i$, and the last two each give $-\left(\sum_i f_i a_i\right)\left(\sum_i f_i b_i\right)$. The double sum is twice the covariance.

```lean
/-- Twice the covariance of two phase properties `a` and `b` is a double sum over pairs
of phases. -/
theorem covariance_identity (f a b : ι → ℝ) (hsum : ∑ i, f i = 1) :
    ∑ i, ∑ j, f i * f j * ((a i - a j) * (b i - b j)) =
      2 * (∑ i, f i * a i * b i - (∑ i, f i * a i) * ∑ i, f i * b i) := by
  have h : ∀ i j, f i * f j * ((a i - a j) * (b i - b j)) =
      (f i * a i * b i) * f j + f i * (f j * a j * b j)
        - (f i * a i) * (f j * b j) - (f i * b i) * (f j * a j) := by
    intro i j
    ring
  simp only [h, Finset.sum_add_distrib, Finset.sum_sub_distrib, ← Finset.mul_sum,
    ← Finset.sum_mul, hsum]
  ring
```

The local statement `h` is the expansion of one term, arranged so that `simp` can pull the factors out of the sums and insert `hsum`.

Now take $a_i = 1/(e_i + y)$ and $b_i = 1/(e_i + z)$, with all shifted permittivities positive. Because

$$\frac{1}{e_i+y} - \frac{1}{e_j+y} = \frac{e_j - e_i}{(e_i+y)(e_j+y)},$$

and likewise for $z$, the pair $(i,j)$ contributes

$$\frac{f_i f_j (e_i - e_j)^2}{(e_i+y)(e_j+y)(e_i+z)(e_j+z)} \ge 0 .$$

The contribution is strictly positive for a pair with $e_i \ne e_j$. If there is such a pair, the covariance is positive:

$$S(y)\,S(z) < \sum_i \frac{f_i}{(e_i+y)(e_i+z)} .$$

```lean
/-- If two phases differ and all shifted permittivities are positive, `1 / (e i + y)` and `1 / (e i
+ z)` are positively correlated over the phases. -/
theorem shifted_correlation {f e : ι → ℝ} (hf : ∀ i, 0 < f i) (hsum : ∑ i, f i = 1)
    (hne : ∃ i j, e i ≠ e j) {y z : ℝ} (hy : ∀ i, 0 < e i + y) (hz : ∀ i, 0 < e i + z) :
    shiftedSum f e y * shiftedSum f e z < ∑ i, f i / ((e i + y) * (e i + z)) := by
  have hid := covariance_identity f (fun i => 1 / (e i + y)) (fun i => 1 / (e i + z)) hsum
  -- each pair of phases contributes a multiple of a square
  have hterm : ∀ i j, f i * f j *
      ((1 / (e i + y) - 1 / (e j + y)) * (1 / (e i + z) - 1 / (e j + z))) =
      f i * f j * (e i - e j) ^ 2 / ((e i + y) * (e j + y) * ((e i + z) * (e j + z))) := by
    intro i j
    have h1 := (hy i).ne'
    have h2 := (hy j).ne'
    have h3 := (hz i).ne'
    have h4 := (hz j).ne'
    rw [div_sub_div _ _ h1 h2, div_sub_div _ _ h3 h4, div_mul_div_comm, ← mul_div_assoc]
    congr 1
    ring
  have hden : ∀ i j, 0 < (e i + y) * (e j + y) * ((e i + z) * (e j + z)) := fun i j =>
    mul_pos (mul_pos (hy i) (hy j)) (mul_pos (hz i) (hz j))
  have hnn : ∀ i j, 0 ≤ f i * f j * (e i - e j) ^ 2 /
      ((e i + y) * (e j + y) * ((e i + z) * (e j + z))) := fun i j =>
    div_nonneg (mul_nonneg (mul_pos (hf i) (hf j)).le (sq_nonneg _)) (hden i j).le
  have hpos : 0 < ∑ i, ∑ j, f i * f j * (e i - e j) ^ 2 /
      ((e i + y) * (e j + y) * ((e i + z) * (e j + z))) := by
    obtain ⟨i, j, hij⟩ := hne
    refine Finset.sum_pos' (fun k _ => Finset.sum_nonneg fun l _ => hnn k l)
      ⟨i, Finset.mem_univ i, Finset.sum_pos' (fun l _ => hnn i l) ⟨j, Finset.mem_univ j, ?_⟩⟩
    have hsq : 0 < (e i - e j) ^ 2 := pow_pos_of_ne (sub_ne_zero.mpr hij)
    exact div_pos (mul_pos (mul_pos (hf i) (hf j)) hsq) (hden i j)
  simp only [hterm] at hid
  have h1 : ∑ i, f i * (1 / (e i + y)) * (1 / (e i + z)) =
      ∑ i, f i / ((e i + y) * (e i + z)) :=
    Finset.sum_congr rfl fun i _ => by rw [mul_assoc, div_mul_div_comm, one_mul, mul_one_div]
  have h2 : ∀ x, ∑ i, f i * (1 / (e i + x)) = shiftedSum f e x := fun x =>
    Finset.sum_congr rfl fun i _ => by rw [mul_one_div]
  rw [h1, h2, h2] at hid
  linarith
where
  pow_pos_of_ne {x : ℝ} (hx : x ≠ 0) : 0 < x ^ 2 := by positivity
```

The hypothesis `hne` supplies the pair; it says that the phases are not all equal, and some of them may still coincide. In the proof, `hterm` is the formula for one pair, `hnn` its sign, and `hpos` the positivity of the double sum. The final `linarith` reads the inequality off the covariance identity.

## A larger shift gives a larger value

Let $y < z$, with all shifted permittivities positive and at least two phases different. Subtracting term by term,

$$S(y) - S(z) = (z-y) \sum_i \frac{f_i}{(e_i+y)(e_i+z)} > (z-y)\,S(y)\,S(z) .$$

Dividing by $S(y)S(z) > 0$ gives

$$\frac{1}{S(z)} - \frac{1}{S(y)} > z - y ,$$

which rearranges to $F(y) < F(z)$.

```lean
/-- If two phases differ, a larger shift gives a larger comparison value, as long as all
shifted permittivities are positive. -/
theorem comparison_lt {f e : ι → ℝ} (hf : ∀ i, 0 < f i) (hsum : ∑ i, f i = 1)
    (hne : ∃ i j, e i ≠ e j) {y z : ℝ} (hy : ∀ i, 0 < e i + y) (hz : ∀ i, 0 < e i + z)
    (hyz : y < z) : comparison f e y < comparison f e z := by
  have hSy := shiftedSum_pos hf hsum hy
  have hSz := shiftedSum_pos hf hsum hz
  have hdiff : shiftedSum f e y - shiftedSum f e z =
      (z - y) * ∑ i, f i / ((e i + y) * (e i + z)) := by
    unfold shiftedSum
    rw [← Finset.sum_sub_distrib, Finset.mul_sum]
    refine Finset.sum_congr rfl fun i _ => ?_
    rw [div_sub_div _ _ (hy i).ne' (hz i).ne', ← mul_div_assoc]
    congr 1
    ring
  have hc := mul_lt_mul_of_pos_left (shifted_correlation hf hsum hne hy hz) (sub_pos.mpr hyz)
  have hinv : 1 / shiftedSum f e z - 1 / shiftedSum f e y =
      (shiftedSum f e y - shiftedSum f e z) / (shiftedSum f e y * shiftedSum f e z) := by
    rw [div_sub_div _ _ hSz.ne' hSy.ne', one_mul, mul_one, mul_comm (shiftedSum f e z)]
  have hlt : z - y < 1 / shiftedSum f e z - 1 / shiftedSum f e y := by
    rw [hinv, lt_div_iff₀ (mul_pos hSy hSz), hdiff]
    exact hc
  unfold comparison
  linarith
```

The displayed equality is `hdiff`, and the inequality after division is `hlt`. Only the shifted permittivities have to be positive here, so the comparison also holds for negative shifts down to, but not including, $-\min_i e_i$.

## The value as a weighted mean

Since $e_i/(e_i+y) + y/(e_i+y) = 1$, averaging over the phases gives

$$\sum_i \frac{f_i e_i}{e_i+y} + y\,S(y) = 1 .$$

Therefore

$$F(y) = \frac{1 - y\,S(y)}{S(y)} = \frac{\sum_i \frac{f_i}{e_i+y}\, e_i}{\sum_i \frac{f_i}{e_i+y}} .$$

This is a mean of the permittivities whose normalised weights are $f_i/\big((e_i+y)\,S(y)\big)$. At small $y$ it favours the phases of low permittivity.

```lean
/-- If all shifted permittivities are positive, the comparison value is the mean of the
permittivities with weights proportional to `f i / (e i + y)`. -/
theorem comparison_eq_weighted_mean {f e : ι → ℝ} (hf : ∀ i, 0 < f i)
    (hsum : ∑ i, f i = 1) {y : ℝ} (hy : ∀ i, 0 < e i + y) :
    comparison f e y = (∑ i, f i / (e i + y) * e i) / shiftedSum f e y := by
  have hS := shiftedSum_pos hf hsum hy
  have h : ∑ i, f i / (e i + y) * e i + shiftedSum f e y * y = 1 := by
    unfold shiftedSum
    rw [Finset.sum_mul, ← Finset.sum_add_distrib, ← hsum]
    refine Finset.sum_congr rfl fun i _ => ?_
    rw [← mul_add, div_mul_cancel₀ _ (hy i).ne']
  rw [eq_div_iff hS.ne', comparison, sub_mul, one_div, inv_mul_cancel₀ hS.ne']
  linarith
```

For $y > 0$, multiply numerator and denominator by $y$. The rescaled weights satisfy

$$\frac{y f_i}{e_i+y} = f_i - \frac{f_i e_i}{e_i+y} \longrightarrow f_i \qquad (y \to \infty).$$

The numerator tends to $\sum_i f_i e_i$ and the denominator to $\sum_i f_i = 1$, so $F(y)$ tends to the arithmetic mean.

```lean
/-- For large shifts the comparison value tends to the arithmetic mean of the
permittivities. -/
theorem comparison_tendsto {f e : ι → ℝ} (hf : ∀ i, 0 < f i) (hsum : ∑ i, f i = 1)
    (he : ∀ i, 0 < e i) : Tendsto (comparison f e) atTop (𝓝 (∑ i, f i * e i)) := by
  -- the rescaled weights `y * f i / (e i + y)` tend to `f i`
  have hw : ∀ i, Tendsto (fun y : ℝ => f i - f i * e i / (e i + y)) atTop (𝓝 (f i)) := by
    intro i
    have h := (tendsto_atTop_add_const_left atTop (e i) tendsto_id).const_div_atTop (f i * e i)
    simpa using h.const_sub (f i)
  have hnum := tendsto_finsetSum Finset.univ fun i _ => (hw i).mul_const (e i)
  have hden := tendsto_finsetSum Finset.univ fun i _ => hw i
  have hlim := hnum.div hden (by rw [hsum]; exact one_ne_zero)
  rw [hsum, div_one] at hlim
  refine hlim.congr' ?_
  filter_upwards [eventually_gt_atTop (0 : ℝ)] with y hy
  have hpos : ∀ i, 0 < e i + y := fun i => add_pos (he i) hy
  have hterm : ∀ i, f i - f i * e i / (e i + y) = y * (f i / (e i + y)) := by
    intro i
    have := (hpos i).ne'
    rw [sub_eq_iff_eq_add, ← mul_div_assoc, ← add_div, eq_div_iff this]
    ring
  rw [comparison_eq_weighted_mean hf hsum hpos]
  simp only [Pi.div_apply, hterm, mul_assoc, ← Finset.mul_sum]
  exact mul_div_mul_left _ _ hy.ne'
```

`Tendsto … atTop (𝓝 …)` is the limit $y \to \infty$. The proof takes the limit of the ratio of rescaled sums first, and then shows that this ratio equals $F(y)$ for all $y > 0$. Unequal phases are not required for the limit.

## From the harmonic to the arithmetic mean

At $y = 0$ the definition gives $F(0) = 1/\sum_i (f_i/e_i)$, the harmonic mean. In a layered medium this is the permittivity for a field perpendicular to the layers, and the arithmetic mean is the one for a field parallel to them. For $e_i > 0$, every shift $y \ge 0$ keeps $e_i + y$ positive, so the strict comparison applies on the whole half-line.

```lean
/-- For positive permittivities that are not all equal, the comparison family increases strictly on
`y ≥ 0`, starts at the harmonic mean and tends to the arithmetic mean. -/
theorem comparison_family {f e : ι → ℝ} (hf : ∀ i, 0 < f i) (hsum : ∑ i, f i = 1)
    (he : ∀ i, 0 < e i) (hne : ∃ i j, e i ≠ e j) :
    StrictMonoOn (comparison f e) (Ici 0) ∧
      comparison f e 0 = 1 / ∑ i, f i / e i ∧
      Tendsto (comparison f e) atTop (𝓝 (∑ i, f i * e i)) := by
  refine ⟨fun y hy z hz hyz => ?_, by simp [comparison, shiftedSum],
    comparison_tendsto hf hsum he⟩
  exact comparison_lt hf hsum hne (fun i => add_pos_of_pos_of_nonneg (he i) hy)
    (fun i => add_pos_of_pos_of_nonneg (he i) hz) hyz
```

The three parts of the conclusion are strict increase on `Ici 0`, the set $y \ge 0$; the value at zero; and the limit.

## Each intermediate value belongs to one shift

Suppose that the phases are not all equal, and let $y > 0$. Strict increase and the limit give

$$F(0) < F(y) < F(y+1) \le \sum_i f_i e_i ,$$

so $F(y)$ lies strictly between the two means. Distinct shifts give distinct values, again by strict increase. Conversely, let $m$ lie strictly between the means. Some $z > 0$ has $F(z) > m$, because the limit exceeds $m$. As $F$ is continuous on $[0,z]$ and $F(0) < m < F(z)$, the intermediate value theorem yields a $y$ in $(0,z)$ with $F(y) = m$.

In the example with permittivities $1$ and $3$, solving $m = 2 - 1/(2+y)$ gives $y = 1/(2-m) - 2$, which is positive exactly for $\tfrac32 < m < 2$.

```lean
/-- For positive permittivities that are not all equal, every value strictly between the harmonic
and the arithmetic mean is the comparison value of exactly one shift `y > 0`, and all shifts `y > 0`
give such values. -/
theorem comparison_bijOn {f e : ι → ℝ} (hf : ∀ i, 0 < f i) (hsum : ∑ i, f i = 1)
    (he : ∀ i, 0 < e i) (hne : ∃ i j, e i ≠ e j) :
    BijOn (comparison f e) (Ioi 0) (Ioo (1 / ∑ i, f i / e i) (∑ i, f i * e i)) := by
  obtain ⟨hmono, hzero, hlim⟩ := comparison_family hf hsum he hne
  rw [← hzero]
  refine ⟨fun y hy => ?_, hmono.injOn.mono Ioi_subset_Ici_self, fun m hm => ?_⟩
  · have hy0 : (0 : ℝ) < y := hy
    have hy1 : (0 : ℝ) ≤ y + 1 := by linarith
    refine ⟨hmono (mem_Ici.mpr le_rfl) (mem_Ici.mpr hy0.le) hy0, ?_⟩
    refine (hmono (mem_Ici.mpr hy0.le) (mem_Ici.mpr hy1) (lt_add_one y)).trans_le ?_
    refine ge_of_tendsto hlim ?_
    filter_upwards [eventually_ge_atTop (y + 1)] with z hz
    exact hmono.monotoneOn (mem_Ici.mpr hy1) (mem_Ici.mpr (hy1.trans hz)) hz
  · -- a large shift exceeds `m`; then use the intermediate value theorem
    obtain ⟨z, hmz, hz⟩ :=
      ((hlim.eventually (lt_mem_nhds hm.2)).and (eventually_gt_atTop (0 : ℝ))).exists
    have hcont : ContinuousOn (comparison f e) (Icc 0 z) := by
      have hp : ∀ y ∈ Icc 0 z, ∀ i, 0 < e i + y := fun y hy i =>
        add_pos_of_pos_of_nonneg (he i) hy.1
      have hS : ContinuousOn (fun y => ∑ i, f i / (e i + y)) (Icc 0 z) :=
        continuousOn_finsetSum _ fun i _ => continuousOn_const.div
          (continuousOn_const.add continuousOn_id) fun y hy => (hp y hy i).ne'
      exact (continuousOn_const.div hS fun y hy =>
        (shiftedSum_pos hf hsum (hp y hy)).ne').sub continuousOn_id
    obtain ⟨y, hy, hym⟩ := intermediate_value_Ioo hz.le hcont ⟨hm.1, hmz⟩
    exact ⟨y, hy.1, hym⟩
```

`BijOn` combines the three claims: the shifts in `Ioi 0` are mapped into the open interval `Ioo`, no value is taken twice, and every value is reached. They are proved in that order.

## Equal phases give a constant

If all $e_i$ equal a common value $e_k$, the weighted mean is $F(y) = e_k$ for every $y \ge 0$, and $F$ does not increase. Strict increase on $y \ge 0$ thus holds exactly when at least two phases differ. A single phase falls under the constant case.

```lean
/-- For positive permittivities, the comparison family increases strictly on `y ≥ 0` exactly when at
least two phases have different permittivities. -/
theorem comparison_strictMonoOn_iff {f e : ι → ℝ} (hf : ∀ i, 0 < f i)
    (hsum : ∑ i, f i = 1) (he : ∀ i, 0 < e i) :
    StrictMonoOn (comparison f e) (Ici 0) ↔ ∃ i j, e i ≠ e j := by
  refine ⟨fun hmono => ?_, fun hne => (comparison_family hf hsum he hne).1⟩
  by_contra hcon
  have heq : ∀ i j, e i = e j := fun i j => by
    by_contra hij
    exact hcon ⟨i, j, hij⟩
  have h0 : ∑ i, f i ≠ 0 := by rw [hsum]; exact one_ne_zero
  obtain ⟨k, _⟩ := Finset.nonempty_of_sum_ne_zero h0
  -- for identical phases the family is constant
  have hconst : ∀ y : ℝ, 0 ≤ y → comparison f e y = e k := by
    intro y hy
    have hp : ∀ i, 0 < e i + y := fun i => add_pos_of_pos_of_nonneg (he i) hy
    rw [comparison_eq_weighted_mean hf hsum hp,
      div_eq_iff (shiftedSum_pos hf hsum hp).ne', shiftedSum, Finset.mul_sum]
    exact Finset.sum_congr rfl fun i _ => by rw [heq i k, mul_comm]
  have h := hmono (mem_Ici.mpr le_rfl) (mem_Ici.mpr zero_le_one) (zero_lt_one' ℝ)
  rw [hconst 0 le_rfl, hconst 1 zero_le_one] at h
  exact lt_irrefl _ h

end

end EffectiveMediumComparison
```

The direction from unequal phases to strict increase is the earlier theorem. For the other, the proof supposes that no two phases differ, establishes the constant value in `hconst`, and compares the shifts $0$ and $1$: strict increase would give $e_k < e_k$.

```lean
#print axioms EffectiveMediumComparison.comparison_family
#print axioms EffectiveMediumComparison.comparison_bijOn
#print axioms EffectiveMediumComparison.comparison_strictMonoOn_iff
```

```
'EffectiveMediumComparison.comparison_family' depends on axioms: [propext, Classical.choice, Quot.sound]
'EffectiveMediumComparison.comparison_bijOn' depends on axioms: [propext, Classical.choice, Quot.sound]
'EffectiveMediumComparison.comparison_strictMonoOn_iff' depends on axioms: [propext, Classical.choice, Quot.sound]
```
